# With mean-zero errors, the lowest predicted energy is on average no higher than the true minimum

Take two structures with true energies $0$ and $d>0$. A model predicts structure 0 exactly and structure 1 with error $+a$ or $-a$ at equal odds, where $a>d$. On average the errors favour neither structure. Now select whichever has the lower prediction.

- In outcome 0 the predictions are $0$ and $d+a$. Structure 0 is selected.
- In outcome 1 the predictions are $0$ and $d-a<0$. Structure 1 is selected.

The selected structure has mean predicted energy $(d-a)/2<0$ and mean true energy $d/2>0$. The positive error on structure 1 never enters the average, because structure 1 is not selected in the outcome where it occurs. The selection keeps only the negative one.

The same ordering, with $\le$ in place of $<$, holds for any finite, nonempty list of candidates whose errors each have mean zero. It bears on structure searches in which a fitted interatomic potential ranks a finite list of fixed geometries, the same for every fit: if each error has mean zero, the winner's predicted energy is on average no higher than its reference energy.

## Outcomes, predictions and the selection rule

Let $\Omega$ be a finite set of outcomes and $\iota$ the set of candidate structures.

```lean
import Mathlib

open Finset

namespace ScreeningBias

noncomputable section

variable {Ω ι : Type*} [Fintype Ω]
```

An outcome $\omega$ can be read as one realisation of the fitted model, for example one draw of the training set or of the initial parameters. It has a weight $p(\omega)\ge 0$, and $\sum_\omega p(\omega)=1$.

```lean
/-- The weights `p` form a probability distribution on the finite set of outcomes. -/
structure IsProb (p : Ω → ℝ) : Prop where
  nonneg : ∀ ω, 0 ≤ p ω
  total : ∑ ω, p ω = 1
```

The mean of a quantity $X$ is $\langle X\rangle=\sum_\omega p(\omega)X(\omega)$.

```lean
/-- The mean of a quantity `X` over the outcomes with weights `p`. -/
def mean (p X : Ω → ℝ) : ℝ := ∑ ω, p ω * X ω
```

Structure $i$ has true energy $e_i$, which does not depend on the outcome, and error $h_i(\omega)$. Its prediction is $e_i+h_i(\omega)$. The geometry of each candidate is thus held fixed; relaxing it separately with each fitted potential would in general make its true energy depend on $\omega$, which is not covered here. "True" means the reference that the model is meant to reproduce, and the energies must be comparable, such as energies per atom of polymorphs at one composition.

```lean
/-- The predicted energy of structure `i`: its true energy plus the model error. -/
def predicted (e : ι → ℝ) (h : ι → Ω → ℝ) (i : ι) (ω : Ω) : ℝ := e i + h i ω
```

A screening rule $s$ assigns to each outcome a structure of lowest prediction:

$$e_{s(\omega)}+h_{s(\omega)}(\omega)\le e_j+h_j(\omega)\quad\text{for all }\omega\text{ and }j.$$

Ties may be broken in any way. Nothing is assumed about how the errors of different structures are correlated.

```lean
/-- The rule `s` selects, in every outcome, a structure of lowest predicted energy. -/
def IsScreening (e : ι → ℝ) (h : ι → Ω → ℝ) (s : Ω → ι) : Prop :=
  ∀ ω j, predicted e h (s ω) ω ≤ predicted e h j ω
```

The lowest true energy is $e_{\min}=\min_i e_i$, for a finite, nonempty set of candidates.

```lean
/-- The lowest true energy among the candidate structures. -/
def groundEnergy [Fintype ι] [Nonempty ι] (e : ι → ℝ) : ℝ :=
  univ.inf' univ_nonempty e
```

The condition on the errors appears in the theorems as `∀ i, mean p (h i) = 0`. It says that the model has no systematic tendency to stabilise or destabilise any particular candidate. The average runs over outcomes for each structure separately; a single fitted potential whose errors cancel over a set of structures does not satisfy it for that reason. The condition is assumed here, and a real potential may violate it for whole families of structures.

## Three properties of the mean

If $X(\omega)\le Y(\omega)$ everywhere, multiplying by $p(\omega)\ge0$ and summing gives $\langle X\rangle\le\langle Y\rangle$.

```lean
/-- For a probability distribution, a quantity that is nowhere larger has no larger mean. -/
theorem mean_mono {p X Y : Ω → ℝ} (hp : IsProb p) (hXY : ∀ ω, X ω ≤ Y ω) :
    mean p X ≤ mean p Y :=
  sum_le_sum fun ω _ => mul_le_mul_of_nonneg_left (hXY ω) (hp.nonneg ω)
```

For a constant $c$, $\langle c\rangle=c\sum_\omega p(\omega)=c$.

```lean
/-- For a probability distribution, the mean of a constant is that constant. -/
theorem mean_const {p : Ω → ℝ} (hp : IsProb p) (c : ℝ) : mean p (fun _ => c) = c := by
  simp only [mean]
  rw [← sum_mul, hp.total, one_mul]
```

If $X\le Y$ everywhere and the means agree, then $\sum_\omega p(\omega)\,[Y(\omega)-X(\omega)]=0$ is a sum of nonnegative terms, so every term vanishes. Where $p(\omega)>0$ the weight can be cancelled, and $X(\omega)=Y(\omega)$. Conversely, outcomes of zero weight contribute nothing to either mean, so agreement on the others is enough. In the code, `sum_eq_sum_iff_of_le` supplies the termwise equality and `mul_left_cancel₀` cancels the weight.

```lean
/-- If `X ≤ Y` everywhere, their means under a probability distribution agree exactly when
`X = Y` in every outcome of positive probability. -/
theorem mean_eq_iff {p X Y : Ω → ℝ} (hp : IsProb p) (hXY : ∀ ω, X ω ≤ Y ω) :
    mean p X = mean p Y ↔ ∀ ω, 0 < p ω → X ω = Y ω := by
  simp only [mean]
  rw [sum_eq_sum_iff_of_le
    (fun ω _ => mul_le_mul_of_nonneg_left (hXY ω) (hp.nonneg ω))]
  constructor
  · intro H ω hω
    exact mul_left_cancel₀ hω.ne' (H ω (mem_univ ω))
  · intro H ω _
    rcases (hp.nonneg ω).eq_or_lt with h0 | h0
    · rw [← h0, zero_mul, zero_mul]
    · rw [H ω h0]
```

## Fixed and selected structures

For any rule $s$, screening or not, linearity gives

$$\langle e_s+h_s\rangle=\langle e_s\rangle+\langle h_s\rangle,$$

where $e_s$ and $h_s$ stand for $e_{s(\omega)}$ and $h_{s(\omega)}(\omega)$. The last term is the mean error on the selected structure.

```lean
/-- The mean predicted energy of the selected structure is its mean true energy plus the mean
error made on it, for any selection rule. -/
theorem mean_selected (p : Ω → ℝ) (e : ι → ℝ) (h : ι → Ω → ℝ) (s : Ω → ι) :
    mean p (fun ω => predicted e h (s ω) ω)
      = mean p (fun ω => e (s ω)) + mean p (fun ω => h (s ω) ω) := by
  simp only [mean, predicted, mul_add, sum_add_distrib]
```

If the structure is fixed in advance, the rule is constant, $s(\omega)=i$. Then $\langle h_s\rangle=\langle h_i\rangle=0$ and the mean prediction is $e_i$. The proof applies the previous identity to `fun _ => i`. For a rule that depends on $\omega$ this argument fails, since $\langle h_s\rangle$ mixes the errors of different structures.

```lean
/-- A structure fixed in advance, whose error has mean zero, is predicted without bias. -/
theorem mean_predicted {p : Ω → ℝ} (hp : IsProb p) (e : ι → ℝ) (h : ι → Ω → ℝ) (i : ι)
    (h0 : mean p (h i) = 0) : mean p (predicted e h i) = e i := by
  have H := mean_selected p e h (fun _ => i)
  rw [mean_const hp (e i)] at H
  have H' : mean p (predicted e h i) = e i + mean p (h i) := H
  rw [H', h0, add_zero]
```

## The two inequalities

Let $g$ be a true ground state, $e_g=e_{\min}$. In every outcome the selected prediction is at most that of $g$. Averaging, and using $\langle h_g\rangle=0$,

$$\langle e_s+h_s\rangle\le\langle e_g+h_g\rangle=e_g=e_{\min}.$$

The other inequality holds outcome by outcome: $e_{\min}\le e_{s(\omega)}$, whatever was selected, so $e_{\min}\le\langle e_s\rangle$. Together,

$$\langle e_s+h_s\rangle\le e_{\min}\le\langle e_s\rangle .$$

Subtracting the outer terms gives $\langle h_s\rangle\le0$: on average the selected structure is predicted to be at least as stable as it is.

```lean
variable [Fintype ι] [Nonempty ι]

/-- Screening bias: if every structure's error has mean zero, the structure of lowest prediction
has mean predicted energy at most the true minimum, and mean true energy at least that minimum. -/
theorem screening_bias {p : Ω → ℝ} (hp : IsProb p) {e : ι → ℝ} {h : ι → Ω → ℝ}
    (h0 : ∀ i, mean p (h i) = 0) {s : Ω → ι} (hs : IsScreening e h s) :
    mean p (fun ω => predicted e h (s ω) ω) ≤ groundEnergy e ∧
      groundEnergy e ≤ mean p (fun ω => e (s ω)) := by
  constructor
  · -- compare with a true ground state, which is predicted without bias
    obtain ⟨g, -, hg⟩ := exists_mem_eq_inf' (univ_nonempty (α := ι)) e
    have hg' : groundEnergy e = e g := hg
    rw [hg', ← mean_predicted hp e h g (h0 g)]
    exact mean_mono hp fun ω => hs ω g
  · -- no selected structure lies below the true minimum
    rw [← mean_const hp (groundEnergy e)]
    exact mean_mono hp fun ω => inf'_le e (mem_univ (s ω))
```

The first half needs some limit on positive mean errors. A single candidate with constant error $c>0$ is always selected, and its mean prediction $e_{\min}+c$ lies above the minimum.

## How `exists_mem_eq_inf'` supplies the ground state

The minimum in `groundEnergy` is written with `inf'`, the infimum of a function over a finite set that comes with a proof of nonemptiness. That proof is required because the real numbers have no largest element that could serve as the infimum over an empty set.

Two lemmas give access to it. `inf'_le` says that the infimum is no larger than any of the values, which is all that the right-hand inequality uses. The left-hand one needs more: an actual candidate at which the infimum is attained. `exists_mem_eq_inf'` provides it, using the fact that the real numbers are linearly ordered. In a general lattice the infimum of two elements can differ from both.

The line `obtain ⟨g, -, hg⟩` names this candidate `g`, discards the trivial statement that it belongs to the full set, and keeps the equation for its energy. Because `g` is obtained before any outcome is considered, it is a fixed structure, and `mean_predicted` applies to it. The rewrite replaces `e g` by the mean prediction of `g`, after which `hs ω g` is exactly the comparison needed in each outcome.

## When the bias vanishes

Suppose $\langle h_s\rangle=0$. Then $\langle e_s+h_s\rangle=\langle e_s\rangle$, and $e_{\min}$ is squeezed between two equal numbers, so both inequalities are equalities. The equality case of the mean now applies twice. From $e_{\min}=\langle e_s\rangle$ it follows that $e_{s(\omega)}=e_{\min}$ wherever $p(\omega)>0$. From $\langle e_s+h_s\rangle=\langle e_g+h_g\rangle$, for each true ground state $g$, it follows that $g$ and the selected structure have the same prediction in those outcomes. Conversely, these two conditions restore both equalities, and then $\langle h_s\rangle=0$.

In the code, `hT` is the equality criterion for the true energies and `hP` the one for the predictions. The calls to `linarith` do the squeezing.

```lean
/-- With mean-zero errors, the mean error on the screened structure vanishes exactly when, in every
outcome of positive probability, the screened structure has the lowest true energy and every
structure of lowest true energy shares its prediction. -/
theorem bias_eq_zero_iff {p : Ω → ℝ} (hp : IsProb p) {e : ι → ℝ} {h : ι → Ω → ℝ}
    (h0 : ∀ i, mean p (h i) = 0) {s : Ω → ι} (hs : IsScreening e h s) :
    mean p (fun ω => h (s ω) ω) = 0 ↔
      ∀ ω, 0 < p ω → e (s ω) = groundEnergy e ∧
        ∀ g, e g = groundEnergy e → predicted e h g ω = predicted e h (s ω) ω := by
  obtain ⟨h1, h2⟩ := screening_bias hp h0 hs
  have hsplit := mean_selected p e h s
  -- the equality cases of the two inequalities
  have hT := mean_eq_iff (X := fun _ => groundEnergy e) (Y := fun ω => e (s ω)) hp
    (fun ω => inf'_le e (mem_univ (s ω)))
  rw [mean_const hp] at hT
  have hP : ∀ g, mean p (fun ω => predicted e h (s ω) ω) = e g ↔
      ∀ ω, 0 < p ω → predicted e h (s ω) ω = predicted e h g ω := by
    intro g
    rw [← mean_predicted hp e h g (h0 g)]
    exact mean_eq_iff hp fun ω => hs ω g
  constructor
  · intro hB ω hω
    refine ⟨(hT.mp (by linarith) ω hω).symm, fun g hg => ?_⟩
    exact ((hP g).mp (by linarith) ω hω).symm
  · intro H
    obtain ⟨g, -, hg⟩ := exists_mem_eq_inf' (univ_nonempty (α := ι)) e
    have hg' : groundEnergy e = e g := hg
    have a := hT.mpr fun ω hω => (H ω hω).1.symm
    have b := (hP g).mpr fun ω hω => ((H ω hω).2 g hg'.symm).symm
    linarith
```

If the ground state is unique, the bias therefore vanishes exactly when that structure is selected in every outcome of positive probability. This is the case, for instance, when all errors are small compared with the gap to the next structure. With degenerate ground states, correct selection is not enough: the bias is strictly negative as soon as their predictions differ in some outcome of positive probability.

## A bound from the mean squared errors

Write $c=\langle h_s\rangle$. Expanding the variance of the selected error gives

$$0\le\langle(h_s-c)^2\rangle=\langle h_s^2\rangle-2c\langle h_s\rangle+c^2=\langle h_s^2\rangle-c^2 .$$

In each outcome the selected squared error is one term of the sum over all candidates, so

$$\langle h_s\rangle^2\le\langle h_s^2\rangle\le\Big\langle\sum_i h_i^2\Big\rangle=\sum_i\langle h_i^2\rangle .$$

This requires neither mean-zero errors nor selection by lowest prediction. The code follows the chain: `key` is the expansion, `hvar` the first inequality, `hsum` the second, and `hswap` exchanges the two sums.

```lean
omit [Nonempty ι] in
/-- For any selection rule, the squared mean error on the selected structure is at most the sum
of the mean squared errors of all candidates. -/
theorem sq_bias_le {p : Ω → ℝ} (hp : IsProb p) (h : ι → Ω → ℝ) (s : Ω → ι) :
    mean p (fun ω => h (s ω) ω) ^ 2 ≤ ∑ i, mean p (fun ω => h i ω ^ 2) := by
  -- the variance of the selected error is nonnegative
  have key : ∀ c : ℝ, ∑ ω, p ω * (h (s ω) ω - c) ^ 2
      = ∑ ω, p ω * h (s ω) ω ^ 2 - 2 * c * ∑ ω, p ω * h (s ω) ω + c ^ 2 * ∑ ω, p ω := by
    intro c
    rw [mul_sum, mul_sum, ← sum_sub_distrib, ← sum_add_distrib]
    exact sum_congr rfl fun ω _ => by ring
  have hvar : mean p (fun ω => h (s ω) ω) ^ 2 ≤ mean p (fun ω => h (s ω) ω ^ 2) := by
    have hk := key (∑ ω, p ω * h (s ω) ω)
    have hn : 0 ≤ ∑ ω, p ω * (h (s ω) ω - ∑ ω, p ω * h (s ω) ω) ^ 2 :=
      sum_nonneg fun ω _ => mul_nonneg (hp.nonneg ω) (sq_nonneg _)
    rw [hk, hp.total] at hn
    simp only [mean]
    linarith
  -- one squared error is at most the sum over all candidates
  have hsum : mean p (fun ω => h (s ω) ω ^ 2) ≤ mean p (fun ω => ∑ i, h i ω ^ 2) :=
    mean_mono hp fun ω => single_le_sum (f := fun i => h i ω ^ 2)
      (fun i _ => sq_nonneg _) (mem_univ (s ω))
  have hswap : mean p (fun ω => ∑ i, h i ω ^ 2) = ∑ i, mean p (fun ω => h i ω ^ 2) := by
    simp only [mean, mul_sum]
    exact sum_comm
  linarith
```

With mean-zero errors and a screening rule, the bound limits how far the selected structure lies above the true minimum on average:

$$\langle e_s\rangle-e_{\min}=\langle e_s+h_s\rangle-\langle h_s\rangle-e_{\min}\le-\langle h_s\rangle\le|\langle h_s\rangle|\le\sqrt{\sum_i\langle h_i^2\rangle}.$$

The first inequality is the left half of the screening result. `Real.abs_le_sqrt` turns the bound on the square into the last one.

```lean
/-- With mean-zero errors, the mean true energy of the screened structure exceeds the true minimum
by at most the square root of the summed mean squared errors. -/
theorem excess_energy_le {p : Ω → ℝ} (hp : IsProb p) {e : ι → ℝ} {h : ι → Ω → ℝ}
    (h0 : ∀ i, mean p (h i) = 0) {s : Ω → ι} (hs : IsScreening e h s) :
    mean p (fun ω => e (s ω)) - groundEnergy e
      ≤ Real.sqrt (∑ i, mean p (fun ω => h i ω ^ 2)) := by
  have h1 := (screening_bias hp h0 hs).1
  have h2 := mean_selected p e h s
  have h3 := Real.abs_le_sqrt (sq_bias_le hp h s)
  have h4 := neg_abs_le (mean p (fun ω => h (s ω) ω))
  linarith
```

For $N$ candidates with the same root-mean-square error $\sigma$, the right-hand side is $\sqrt N\,\sigma$. It is an upper bound and does not say how the actual excess grows with $N$.

## The two-structure example in Lean

The opening example shows that both inequalities can be strict. Outcomes and structures are both numbered by `Fin 2`. In `h`, each row belongs to a structure and each column to an outcome, so structure 1 has errors $a$ and $-a$. The rule `![0, 1]` selects structure 0 in outcome 0 and structure 1 in outcome 1.

The theorem confirms that the weights form a distribution, that each error has mean zero, and that the rule selects a lowest prediction in both outcomes. It then evaluates the two means:

$$\tfrac12\cdot0+\tfrac12(d-a)=\frac{d-a}{2},\qquad \tfrac12\cdot0+\tfrac12\,d=\frac d2 .$$

Since $0<d<a$, the first is negative and the second positive, while the true minimum is $0$. `fin_cases` runs through the individual structures and outcomes, and `ring` finishes the two averages.

```lean
/-- Two structures with true energies `0` and `d`, the second predicted with error `a` or `-a` at
equal odds, `0 < d < a`: screening gives mean predicted energy `(d - a) / 2` and mean true
energy `d / 2`. -/
theorem screening_bias_witness {a d : ℝ} (hd : 0 < d) (had : d < a) :
    let p : Fin 2 → ℝ := fun _ => 1 / 2
    let e : Fin 2 → ℝ := ![0, d]
    let h : Fin 2 → Fin 2 → ℝ := ![![0, 0], ![a, -a]]
    let s : Fin 2 → Fin 2 := ![0, 1]
    IsProb p ∧ (∀ i, mean p (h i) = 0) ∧ IsScreening e h s ∧
      mean p (fun ω => predicted e h (s ω) ω) = (d - a) / 2 ∧
      mean p (fun ω => e (s ω)) = d / 2 := by
  intro p e h s
  refine ⟨⟨fun ω => by norm_num [p], by norm_num [p]⟩, ?_, ?_, ?_, ?_⟩
  · intro i
    fin_cases i <;> simp [mean, p, h, Fin.sum_univ_two]
  · intro ω j
    fin_cases ω <;> fin_cases j <;> simp [predicted, e, h, s] <;> linarith
  · simp only [mean, predicted, p, e, h, s, Fin.sum_univ_two, Matrix.cons_val_zero,
      Matrix.cons_val_one]
    ring
  · simp only [mean, p, e, s, Fin.sum_univ_two, Matrix.cons_val_zero, Matrix.cons_val_one]
    ring

end

end ScreeningBias
```

```lean
#print axioms ScreeningBias.bias_eq_zero_iff
#print axioms ScreeningBias.excess_energy_le
```

```
'ScreeningBias.bias_eq_zero_iff' depends on axioms: [propext, Classical.choice, Quot.sound]
'ScreeningBias.excess_energy_le' depends on axioms: [propext, Classical.choice, Quot.sound]
```

Recomputing the selected structure with the reference method replaces the biased prediction by $e_{s(\omega)}$. It does not recover a lower-energy candidate that the screening passed over, as happens in outcome 1 of the example.
